# Richardson's equations imply the eigenvalue equation for two fermion pairs

Two fermion pairs that share the same levels cannot in general be treated as independent. If each pair is given an energy \(E\) that solves the one-pair equation \(G\sum_i 1/(2e_i-E)=1\), the product of the two pair states is in general not an eigenstate once there are three or more levels, because each pair blocks levels for the other. Here \(e_i\) is the energy of level \(i\), and \(G\) is the strength with which a pair scatters from any level to any level, the same one included, attractive for \(G>0\).

Richardson's equations add a term that couples the two pair energies \(E\ne F\):

\[
G\sum_i\frac1{2e_i-E}+\frac{2G}{E-F}=1,\qquad
G\sum_i\frac1{2e_i-F}+\frac{2G}{F-E}=1 .
\]

If neither energy equals any \(2e_i\), the product state then satisfies the eigenvalue equation with energy \(E+F\). For two pairs, no unpaired particles and one constant coupling, this gives a reference energy for approximate or numerical treatments of pairing.

## Fermions, pairs and the Hamiltonian

The finite type `L` labels the levels, and a mode is a level with a spin, `true` for up and `false` for down. The operators act linearly on a complex vector space `V`. The letter `c` denotes a creator and `a` an annihilator, whereas many textbooks write \(c^\dagger\) and \(c\).

In Lean 4 with Mathlib:

```lean
import Mathlib

open Finset

namespace RichardsonModel

noncomputable section

variable {L : Type*} [Fintype L] [DecidableEq L] {V : Type*} [AddCommGroup V] [Module ℂ V]
  (c a : L × Bool → Module.End ℂ V)
```

The fermions enter through three rules: \(\{c_p,c_q\}=0\), \(\{a_p,c_q\}=\delta_{pq}\) and \(a_pv_0=0\), where \(v_0\) is the vacuum. No inner product is needed. In ordinary Fock space \(a_p\) is the adjoint of \(c_p\), and the rules hold.

```lean
/-- Creators `c` and annihilators `a` of spinful fermions on the levels `L`: creators anticommute,
`a p` and `c q` have anticommutator `δ`, and every annihilator kills the vacuum `v0`. -/
structure IsFermi (v0 : V) : Prop where
  cc : ∀ p q, c p * c q + c q * c p = 0
  ac : ∀ p q, a p * c q + c q * a p = if p = q then 1 else 0
  vac : ∀ p, a p v0 = 0
```

A pair occupies both spin states of one level, so \(P_i=c_{i\uparrow}c_{i\downarrow}\).

```lean
/-- The pair creator `P_i`. -/
def pairC (i : L) : Module.End ℂ V := c (i, true) * c (i, false)
```

The annihilator has the reverse order, \(M_i=a_{i\downarrow}a_{i\uparrow}\), which gives \(M_iP_iv_0=v_0\).

```lean
/-- The pair annihilator `M_i`. -/
def pairA (i : L) : Module.End ℂ V := a (i, false) * a (i, true)
```

The number operator is \(N_i=c_{i\uparrow}a_{i\uparrow}+c_{i\downarrow}a_{i\downarrow}\), so a pair counts as two particles.

```lean
/-- The number operator `N_i` of level `i`, summed over spin. -/
def num (i : L) : Module.End ℂ V := c (i, true) * a (i, true) + c (i, false) * a (i, false)
```

The Hamiltonian is \(H=\sum_i e_iN_i-G\sum_{i,j}P_iM_j\). The energies and \(G\) may be complex; the physical case has them real. Applying \(H\) to a real nucleus or metallic grain requires a separate approximation, that the interaction reduces to this one constant.

```lean
/-- The Richardson Hamiltonian `∑ e_i N_i - G ∑ P_i M_j`. -/
def ham (e : L → ℂ) (G : ℂ) : Module.End ℂ V :=
  ∑ i, e i • num c a i - G • ∑ i, ∑ j, pairC c i * pairA a j
```

The collective pair creator is \(B(E)=\sum_i P_i/(2e_i-E)\).

```lean
/-- The collective pair creator `B(E) = ∑ P_i / (2 e_i - E)`, for `E` different from all `2 e_i`. -/
def pairB (e : L → ℂ) (E : ℂ) : Module.End ℂ V := ∑ i, (1 / (2 * e i - E)) • pairC c i
```

## The algebra of pairs

A creator changes sign twice on passing a pair: \(c_pc_{j\uparrow}c_{j\downarrow}=-c_{j\uparrow}c_pc_{j\downarrow}=c_{j\uparrow}c_{j\downarrow}c_p\). Hence pairs commute, and so do their weighted sums. In the code, `h1` is the double sign change and `h2` the commutation of two pairs.

```lean
variable {c a} {v0 : V}

/-- Any two superpositions of fermion pair creators commute. -/
theorem pairSum_commute (h : IsFermi c a v0) (w b : L → ℂ) :
    Commute (∑ i, w i • pairC c i) (∑ i, b i • pairC c i) := by
  -- one creator passes a pair without a sign
  have h1 : ∀ p j, c p * pairC c j = pairC c j * c p := fun p j => by
    unfold pairC
    linear_combination (norm := noncomm_ring)
      h.cc p (j, true) * c (j, false) - c (j, true) * h.cc p (j, false)
  have h2 : ∀ i j, Commute (pairC c i) (pairC c j) := fun i j => by
    change c (i, true) * c (i, false) * pairC c j = pairC c j * (c (i, true) * c (i, false))
    rw [mul_assoc, h1, ← mul_assoc, h1, mul_assoc]
  exact Commute.sum_left _ _ _ fun i _ => Commute.sum_right _ _ _ fun j _ =>
    ((h2 i j).smul_left _).smul_right _
```

For the number operator,

\[
c_pa_pc_q=c_p(\delta_{pq}-c_qa_p)=\delta_{pq}c_p+c_qc_pa_p ,
\]

so \([c_pa_p,c_q]=\delta_{pq}c_p\). Applying this to both factors of \(P_j\) and summing over spin gives \([N_i,P_j]=2\delta_{ij}P_i\).

For the pair annihilator on the same level, with \(n_\sigma=c_\sigma a_\sigma\),

\[
\begin{aligned}
a_\downarrow a_\uparrow c_\uparrow c_\downarrow
&=a_\downarrow c_\downarrow-a_\downarrow c_\uparrow a_\uparrow c_\downarrow\\
&=1-n_\downarrow-c_\uparrow a_\downarrow c_\downarrow a_\uparrow\\
&=1-n_\downarrow-n_\uparrow+c_\uparrow c_\downarrow a_\downarrow a_\uparrow .
\end{aligned}
\]

On different levels every exchange only changes a sign, and the four signs cancel. Thus \([M_i,P_j]=\delta_{ij}(1-N_i)\). Each `linear_combination` multiplies known relations (the anticommutators or, in `key`, the commutators \([c_pa_p,c_q]=\delta_{pq}c_p\), called `m`) by the operators that surround them in these calculations, and `noncomm_ring` compares the results without reordering factors.

```lean
omit [Fintype L] in
/-- The pair algebra of fermions: `[N_i, P_j] = 2 δ P_i` and `[M_i, P_j] = δ (1 - N_i)`. -/
theorem pair_algebra (h : IsFermi c a v0) :
    (∀ i j, num c a i * pairC c j - pairC c j * num c a i
      = if i = j then (2 : ℂ) • pairC c i else 0) ∧
    (∀ i j, pairA a i * pairC c j - pairC c j * pairA a i
      = if i = j then 1 - num c a i else 0) := by
  constructor <;> intro i j
  · obtain ⟨d, hd⟩ : ∃ d : L × Bool → L × Bool → Module.End ℂ V,
        ∀ p q, d p q = if p = q then 1 else 0 := ⟨_, fun _ _ => rfl⟩
    have m : ∀ p q, c p * a p * c q - c q * (c p * a p) = c p * d p q := fun p q => by
      have hac := (h.ac p q).trans (hd p q).symm
      linear_combination (norm := noncomm_ring) c p * hac - h.cc p q * a p
    have key : num c a i * pairC c j - pairC c j * num c a i
        = (c (i, true) * d (i, true) (j, true) + c (i, false) * d (i, false) (j, true))
            * c (j, false) + c (j, true) *
          (c (i, true) * d (i, true) (j, false) + c (i, false) * d (i, false) (j, false)) := by
      unfold num pairC
      linear_combination (norm := noncomm_ring)
        (m (i, true) (j, true) + m (i, false) (j, true)) * c (j, false)
          + c (j, true) * (m (i, true) (j, false) + m (i, false) (j, false))
    rw [key]
    by_cases hij : i = j <;> simp [hd, hij, pairC, two_smul]
  · have h2 : a (i, false) * c (j, true) + c (j, true) * a (i, false) = 0 := by simp [h.ac]
    have h3 : a (i, true) * c (j, false) + c (j, false) * a (i, true) = 0 := by simp [h.ac]
    have h1 := h.ac (i, true) (j, true)
    have h4 := h.ac (i, false) (j, false)
    by_cases hij : i = j
    · subst hij
      rw [if_pos rfl] at h1 h4 ⊢
      unfold num pairC pairA
      linear_combination (norm := noncomm_ring) a (i, false) * h1 * c (i, false)
        - h2 * (a (i, true) * c (i, false)) + c (i, true) * a (i, false) * h3
        - c (i, true) * h4 * a (i, true) + h4
    · rw [if_neg (by simp [hij])] at h1 h4
      rw [if_neg hij]
      unfold pairC pairA
      linear_combination (norm := noncomm_ring) a (i, false) * h1 * c (j, false)
        - h2 * (a (i, true) * c (j, false)) + c (j, true) * a (i, false) * h3
        - c (j, true) * h4 * a (i, true)
```

If \([X_i,P_j]=\delta_{ij}D_i\), only equal levels survive in a double sum:

\[
\Big[\sum_i w_iX_i,\sum_j b_jP_j\Big]=\sum_i w_ib_iD_i .
\]

```lean
/-- If operators on different levels commute, the commutator of two weighted sums over levels
is the weighted sum of the commutators on each level. -/
theorem commutator_sum (X P D : L → Module.End ℂ V)
    (hX : ∀ i j, X i * P j - P j * X i = if i = j then D i else 0) (w b : L → ℂ) :
    (∑ i, w i • X i) * (∑ j, b j • P j) - (∑ j, b j • P j) * (∑ i, w i • X i)
      = ∑ i, (w i * b i) • D i := by
  have h1 : (∑ j, b j • P j) * (∑ i, w i • X i) = ∑ i, ∑ j, (w i * b j) • (P j * X i) := by
    rw [sum_mul_sum, sum_comm]
    exact sum_congr rfl fun i _ => sum_congr rfl fun j _ => by
      rw [smul_mul_smul_comm, mul_comm (b j)]
  rw [h1, sum_mul_sum, ← sum_sub_distrib]
  refine sum_congr rfl fun i _ => ?_
  rw [← sum_sub_distrib, sum_eq_single i]
  · rw [smul_mul_smul_comm, ← smul_sub, hX, if_pos rfl]
  · intro j _ hj
    rw [smul_mul_smul_comm, ← smul_sub, hX, if_neg hj.symm, smul_zero]
  · simp
```

## Three commutators with a collective pair

The next three results are stated as actions on an arbitrary vector `x`. Write \(P=\sum_iP_i\), \(M=\sum_jM_j\) and \(K=\sum_ie_iN_i\). Since \(2e_i/(2e_i-E)=1+E/(2e_i-E)\),

\[
[K,B(E)]=\sum_i\frac{2e_i}{2e_i-E}P_i=P+E\,B(E).
\]

```lean
/-- For `E` different from all `2 e_i`, the commutator of the level energy `∑ e_i N_i` with `B(E)`
is `∑ P_i + E B(E)`. -/
theorem energy_pairB (h : IsFermi c a v0) (e : L → ℂ) {E : ℂ} (hE : ∀ i, 2 * e i ≠ E) (x : V) :
    (∑ i, e i • num c a i) (pairB c e E x) = pairB c e E ((∑ i, e i • num c a i) x)
      + ((∑ i, pairC c i) x + E • pairB c e E x) := by
  have h1 := commutator_sum _ _ _ (pair_algebra h).1 e fun i => 1 / (2 * e i - E)
  simp only [smul_smul] at h1
  have h2 : ∑ i, (e i * (1 / (2 * e i - E)) * 2) • pairC c i
      = ∑ i, pairC c i + E • pairB c e E := by
    unfold pairB
    rw [smul_sum, ← sum_add_distrib]
    refine sum_congr rfl fun i _ => ?_
    have hc : e i * (1 / (2 * e i - E)) * 2 = 1 + E * (1 / (2 * e i - E)) := by
      linear_combination mul_one_div_cancel (sub_ne_zero.mpr (hE i))
    rw [hc, add_smul, one_smul, smul_smul]
  exact LinearMap.congr_fun (sub_eq_iff_eq_add'.mp (h1.trans h2)) x
```

Write \(W(E)=\sum_iN_i/(2e_i-E)\). Partial fractions give

\[
[W(E),B(F)]=\sum_i\frac{2P_i}{(2e_i-E)(2e_i-F)}=\frac{2}{E-F}\big(B(E)-B(F)\big).
\]

This is the origin of the term that couples the two pair energies.

```lean
/-- For distinct `E`, `F` different from all `2 e_i`, the commutator of `∑ N_i / (2 e_i - E)` with
`B(F)` is `2 (B(E) - B(F)) / (E - F)`. -/
theorem exchange_pairB (h : IsFermi c a v0) (e : L → ℂ) {E F : ℂ} (hEF : E ≠ F)
    (hE : ∀ i, 2 * e i ≠ E) (hF : ∀ i, 2 * e i ≠ F) (x : V) :
    (∑ i, (1 / (2 * e i - E)) • num c a i) (pairB c e F x)
      = pairB c e F ((∑ i, (1 / (2 * e i - E)) • num c a i) x)
        + (2 / (E - F)) • (pairB c e E x - pairB c e F x) := by
  have h1 := commutator_sum _ _ _ (pair_algebra h).1 (fun i => 1 / (2 * e i - E))
    fun i => 1 / (2 * e i - F)
  simp only [smul_smul] at h1
  have h2 : ∑ i, (1 / (2 * e i - E) * (1 / (2 * e i - F)) * 2) • pairC c i
      = (2 / (E - F)) • (pairB c e E - pairB c e F) := by
    unfold pairB
    rw [← sum_sub_distrib, smul_sum]
    refine sum_congr rfl fun i _ => ?_
    have x1 := sub_ne_zero.mpr (hE i)
    have x2 := sub_ne_zero.mpr (hF i)
    have x3 := sub_ne_zero.mpr hEF
    rw [← sub_smul, smul_smul]
    congr 1
    -- partial fractions
    rw [div_sub_div _ _ x1 x2, show 1 * (2 * e i - F) - (2 * e i - E) * 1 = E - F by ring]
    field_simp
  exact LinearMap.congr_fun (sub_eq_iff_eq_add'.mp (h1.trans h2)) x
```

With \(s(E)=\sum_i1/(2e_i-E)\), the second pair commutator gives \([M,B(E)]=s(E)-W(E)\).

```lean
/-- The commutator of `∑ M_j` with `B(E)` is `∑ (1 - N_i) / (2 e_i - E)`. -/
theorem pairA_pairB (h : IsFermi c a v0) (e : L → ℂ) (E : ℂ) (x : V) :
    (∑ j, pairA a j) (pairB c e E x) = pairB c e E ((∑ j, pairA a j) x)
      + ((∑ i, 1 / (2 * e i - E)) • x - (∑ i, (1 / (2 * e i - E)) • num c a i) x) := by
  have h1 := commutator_sum _ _ _ (pair_algebra h).2 (fun _ => 1) fun i => 1 / (2 * e i - E)
  simp only [one_smul, one_mul, smul_sub, sum_sub_distrib, ← sum_smul] at h1
  exact LinearMap.congr_fun (sub_eq_iff_eq_add'.mp h1) x
```

## Cancellation of the unwanted terms

Let \(\psi=B(E)B(F)v_0\). Since \(K\), \(M\) and \(W(E)\) annihilate \(v_0\), and \(P\) commutes with \(B(E)\),

\[
\begin{aligned}
K\psi&=(E+F)\psi+P\,B(F)v_0+P\,B(E)v_0,\\
M\psi&=s(F)B(E)v_0+s(E)B(F)v_0-\frac{2}{E-F}\big(B(E)-B(F)\big)v_0 .
\end{aligned}
\]

Because \(H=K-GPM\),

\[
\begin{aligned}
H\psi={}&(E+F)\psi+\Big[1-Gs(E)-\frac{2G}{E-F}\Big]P\,B(F)v_0\\
&+\Big[1-Gs(F)-\frac{2G}{F-E}\Big]P\,B(E)v_0 .
\end{aligned}
\]

Both brackets vanish by Richardson's equations, the hypotheses `h1` and `h2` of the theorem. The rewrites move the operators towards the vacuum, and the last `linear_combination` removes the brackets. The conclusion is \(H\psi=(E+F)\psi\) for the unnormalised \(\psi\). It does not say that \(\psi\ne0\), or that every two-pair eigenstate has this form.

```lean
/-- Richardson's solution for two pairs: distinct `E`, `F` that avoid all `2 e_i` and solve the two
Richardson equations give `H B(E) B(F) v0 = (E + F) B(E) B(F) v0`. -/
theorem richardson_two_pairs (h : IsFermi c a v0) (e : L → ℂ) (G E F : ℂ) (hEF : E ≠ F)
    (hE : ∀ i, 2 * e i ≠ E) (hF : ∀ i, 2 * e i ≠ F)
    (h1 : G * ∑ i, 1 / (2 * e i - E) + 2 * G / (E - F) = 1)
    (h2 : G * ∑ i, 1 / (2 * e i - F) + 2 * G / (F - E) = 1) :
    ham c a e G (pairB c e E (pairB c e F v0)) = (E + F) • pairB c e E (pairB c e F v0) := by
  have nv : ∀ w : L → ℂ, (∑ i, w i • num c a i) v0 = 0 := fun w => by simp [num, h.vac]
  have mv : (∑ j, pairA a j) v0 = 0 := by simp [pairA, h.vac]
  have hP : pairB c e E ((∑ i, pairC c i) v0) = (∑ i, pairC c i) (pairB c e E v0) := by
    have hc := pairSum_commute h (fun i => 1 / (2 * e i - E)) fun _ => 1
    simp only [one_smul] at hc
    exact LinearMap.congr_fun hc.eq v0
  have hH : ∀ x, ham c a e G x = (∑ i, e i • num c a i) x
      - G • (∑ i, pairC c i) ((∑ j, pairA a j) x) := fun x => by
    rw [ham, ← sum_mul_sum]
    rfl
  rw [hH, energy_pairB h e hE, energy_pairB h e hF, nv, pairA_pairB h e E, pairA_pairB h e F, mv,
    exchange_pairB h e hEF hE hF, nv, nv]
  simp only [map_add, map_sub, map_smul, map_zero, hP]
  rw [← neg_sub E F, div_neg] at h2
  -- the Richardson equations cancel the two unwanted terms
  linear_combination (norm := module) -(h1 • (∑ i, pairC c i) (pairB c e F v0))
    - h2 • (∑ i, pairC c i) (pairB c e E v0)
```

The three fermion rules can be realised for any set of levels: on the exterior algebra, \(c_p\) is the wedge product with the basis vector of mode \(p\), \(a_p\) is contraction, and the vacuum is \(1\).

```lean
omit [Fintype L] in
/-- On the exterior algebra over the modes, wedge multiplication and contraction are fermion
creators and annihilators with vacuum `1`. -/
theorem isFermi_witness : IsFermi (V := ExteriorAlgebra ℂ (L × Bool → ℂ))
    (fun p => LinearMap.mulLeft ℂ (ExteriorAlgebra.ι ℂ (Pi.single p 1)))
    (fun p => CliffordAlgebra.contractLeft (LinearMap.proj p : (L × Bool → ℂ) →ₗ[ℂ] ℂ)) 1 where
  cc p q := LinearMap.ext fun x => by
    simp only [LinearMap.add_apply, Module.End.mul_apply, LinearMap.mulLeft_apply,
      LinearMap.zero_apply]
    rw [← mul_assoc, ← mul_assoc, ← add_mul, ExteriorAlgebra.ι_add_mul_swap, zero_mul]
  ac p q := LinearMap.ext fun x => by
    simp only [LinearMap.add_apply, Module.End.mul_apply, LinearMap.mulLeft_apply]
    rw [CliffordAlgebra.contractLeft_ι_mul, sub_add_cancel]
    by_cases hpq : p = q <;> simp [hpq]
  vac p := CliffordAlgebra.contractLeft_one _ _

end

end RichardsonModel
```

```lean
#print axioms RichardsonModel.richardson_two_pairs
-- 'RichardsonModel.richardson_two_pairs' depends on axioms: [propext, Classical.choice, Quot.sound]
```

## Two levels at zero energy

With no level or only one, Richardson's two equations have no admissible solution, in keeping with the Pauli principle. Two levels suffice. Put both at energy zero and take \(G\neq0\). The only two-pair state is \(P_1P_2v_0\), and a direct calculation gives \(HP_1P_2v_0=-2G\,P_1P_2v_0\). Richardson's equations are solved by \(E,F=-G\pm iG\), whose sum is \(-2G\). For real \(G\) the pair energies are complex conjugates, while the total energy is real.

The same levels show what fails if the second equation is dropped. For \(G=1\), the values \(E=-1\), \(F=1\) solve the first equation, since \(2-1=1\), but not the second, whose left side is \(-1\). Then \(\psi=-2P_1P_2v_0\) has energy \(-2\), whereas \(E+F=0\).
